# The first N power sums fix N neighbour distances up to relabelling; the first N − 1 do not

If a descriptor made only of radial moments keeps too few of them, some pairs of different neighbour shells get the same fingerprint, and a model that sees only that fingerprint must give the central atom the same energy in both, however it is trained. For $N$ neighbours at distances $r_j$, I believe that the moments $\sum_j r_j^k$ with $k=1,\dots,N$ are enough to recover the distances, and that stopping at $N-1$ is not. The counterexample I have in mind uses $x_j=\cos(\theta+2\pi j/N)$, whose power sums below the $N$-th should not depend on $\theta$. Can this be made rigorous, with explicit constants, and checked by machine?

## A turned ring stays hidden until the N-th moment

Yes. Let $N\ge 1$ and $j=0,\dots,N-1$. For an integer $m$, put $w=e^{2\pi i m/N}$. Then

$$\sum_j e^{im(\theta+2\pi j/N)}=e^{im\theta}\sum_j w^j .$$

Since $(w-1)\sum_j w^j=w^N-1=0$, the sum vanishes unless $w=1$, that is, unless $N$ divides $m$. In that case it equals $Ne^{im\theta}$.

Now let $m$ count the terms of the binomial expansion

$$\cos^k\varphi=\frac1{2^k}\sum_{m=0}^k\binom km e^{i(2m-k)\varphi}.$$

Summed over the ring, only the harmonics $2m-k$ divisible by $N$ survive. They lie between $-k$ and $k$, so for $k<N$ only $2m=k$ is left:

$$\sum_j x_j^k=M_k,\qquad M_k=\begin{cases}N\binom{k}{k/2}/2^k & k\text{ even}\\ 0 & k\text{ odd.}\end{cases}$$

For $k=N$ the terms $m=0$ and $m=N$ survive too. They add $N(e^{-iN\theta}+e^{iN\theta})/2^N$, so

$$\sum_j x_j^N=M_N+\frac{N\cos(N\theta)}{2^{N-1}}.$$

To get distances, take $r_j=R+bx_j$ and expand:

$$\sum_j r_j^k=\sum_{m=0}^k\binom km b^mR^{k-m}\sum_j x_j^m .$$

For $k<N$ nothing on the right depends on $\theta$. For $k=N$ only the term $m=N$ does, so shells with phases $\theta$ and $\theta'$ have $N$-th moments that differ by $Nb^N(\cos N\theta-\cos N\theta')/2^{N-1}$. With $\theta=0$ and $\theta'=\pi/N$ this is $2Nb^N/2^{N-1}$, which is positive for $b>0$. If also $b<R$, every distance is at least $R-b>0$.

For $N=2$ the two shells are $\{R+b,R-b\}$ and $\{R,R\}$: the means are equal, and the sums of squares differ by $2b^2$. For $N=1$ they are $R+b$ and $R-b$, which share only the zeroth moment, the number of neighbours.

## Newton's identities recover the distances

Write $p_k$ for the moments and $e_k$ for the elementary symmetric functions of the distances, with $e_0=1$. For $1\le k\le N$,

$$k\,e_k=(-1)^{k+1}\sum_{a=0}^{k-1}(-1)^a e_a\,p_{k-a}.$$

Equal moments of orders $1$ to $N$ therefore give equal $e_1,\dots,e_N$, one after another. These are, up to sign, the coefficients of $\prod_j(X-r_j)$, so the two polynomials coincide, and so do their roots with multiplicity. Conversely, relabelling the atoms changes no moment.

## The statements in Lean

```lean
import Mathlib

open scoped Real

namespace SharpRadialMoments

noncomputable section

/-- The `k`-th radial moment of `N` neighbour distances: the sum of their `k`-th powers. -/
def radialMoment {N : ℕ} (r : Fin N → ℝ) (k : ℕ) : ℝ := ∑ j, r j ^ k

/-- The projections on an axis of `N` equally spaced points of the unit circle, turned by `θ`. -/
def ringCos (N : ℕ) (θ : ℝ) (j : Fin N) : ℝ := Real.cos (θ + 2 * π * (j : ℕ) / N)

/-- A shell of `N` distances scattered about `R` with amplitude `b` and phase `θ`. -/
def shell (N : ℕ) (R b θ : ℝ) (j : Fin N) : ℝ := R + b * ringCos N θ j

/-- `N` times the average of `cos ^ k` over a full turn, in closed form. -/
def ringMean (N k : ℕ) : ℝ := if Even k then N * (k.choose (k / 2)) / 2 ^ k else 0

/-- The `m`-th harmonic summed over the ring vanishes unless `N` divides `m`. -/
theorem phase_sum {N : ℕ} (hN : 0 < N) (θ : ℝ) (m : ℤ) :
    ∑ j : Fin N, Complex.exp ((m : ℂ) * (θ + 2 * π * (j : ℕ) / N) * Complex.I) =
      if (N : ℤ) ∣ m then (N : ℂ) * Complex.exp ((m : ℂ) * θ * Complex.I) else 0 := by
  have hN' : (N : ℂ) ≠ 0 := by exact_mod_cast hN.ne'
  obtain ⟨w, hw⟩ : ∃ w, w = Complex.exp ((m : ℂ) * (2 * π * Complex.I) / N) := ⟨_, rfl⟩
  have hterm : ∀ j : ℕ, Complex.exp ((m : ℂ) * (θ + 2 * π * j / N) * Complex.I) =
      Complex.exp ((m : ℂ) * θ * Complex.I) * w ^ j := by
    intro j
    rw [hw, ← Complex.exp_nat_mul, ← Complex.exp_add]
    congr 1
    ring
  have hwN : w ^ N = 1 := by
    rw [hw, ← Complex.exp_nat_mul, Complex.exp_eq_one_iff]
    exact ⟨m, by field_simp⟩
  have hw1 : w = 1 ↔ (N : ℤ) ∣ m := by
    rw [hw, Complex.exp_eq_one_iff]
    constructor
    · rintro ⟨n, hn⟩
      rw [div_eq_iff hN'] at hn
      have h : (m : ℂ) = N * n :=
        mul_right_cancel₀ Complex.two_pi_I_ne_zero (by linear_combination hn)
      exact ⟨n, by exact_mod_cast h⟩
    · rintro ⟨n, hn⟩
      exact ⟨n, by rw [hn]; push_cast; field_simp⟩
  rw [Finset.sum_congr rfl (fun (j : Fin N) _ => hterm (j : ℕ)), ← Finset.mul_sum,
    Fin.sum_univ_eq_sum_range (fun j => w ^ j) N]
  split_ifs with h
  · rw [hw1.mpr h]
    simp [mul_comm]
  · -- a geometric series over a full period
    have hg := geom_sum_mul w N
    rw [hwN, sub_self] at hg
    rw [(mul_eq_zero.mp hg).resolve_right (sub_ne_zero.mpr (mt hw1.mp h)), mul_zero]

/-- Among the harmonics `2m - k` of `cos ^ k` with `k ≤ N`, only the zeroth and, for `k = N`,
the two outermost can be multiples of `N`. -/
theorem no_alias {N k m : ℕ} (hm : m ≤ k) (hk : k ≤ N) (h : 2 * m ≠ k)
    (h' : k < N ∨ (m ≠ 0 ∧ m ≠ k)) : ¬ (N : ℤ) ∣ 2 * (m : ℤ) - k := by
  intro hd
  rcases lt_trichotomy (2 * (m : ℤ) - k) 0 with h1 | h1 | h1
  · have := Int.le_of_dvd (by omega) ((dvd_neg).mpr hd)
    omega
  · omega
  · have := Int.le_of_dvd h1 hd
    omega

/-- Every ring moment is a binomial sum over the harmonics that are multiples of `N`. -/
theorem ring_moment_fourier {N : ℕ} (hN : 0 < N) (θ : ℝ) (k : ℕ) :
    ((radialMoment (ringCos N θ) k : ℝ) : ℂ) =
      (∑ m ∈ Finset.range (k + 1), (k.choose m : ℂ) * (if (N : ℤ) ∣ 2 * (m : ℤ) - k then
        (N : ℂ) * Complex.exp (((2 * (m : ℤ) - k : ℤ) : ℂ) * θ * Complex.I) else 0)) / 2 ^ k := by
  have hc : ∀ j : Fin N, ((ringCos N θ j ^ k : ℝ) : ℂ) =
      (∑ m ∈ Finset.range (k + 1), (k.choose m : ℂ) * Complex.exp
        (((2 * (m : ℤ) - k : ℤ) : ℂ) * (θ + 2 * π * (j : ℕ) / N) * Complex.I)) / 2 ^ k := by
    intro j
    rw [Complex.ofReal_pow, ringCos, Complex.ofReal_cos, Complex.cos, div_pow, add_pow]
    congr 1
    refine Finset.sum_congr rfl fun m hm => ?_
    have hmk : m ≤ k := by
      have := Finset.mem_range.mp hm
      omega
    rw [← Complex.exp_nat_mul, ← Complex.exp_nat_mul, ← Complex.exp_add, mul_comm]
    congr 2
    push_cast [Nat.cast_sub hmk]
    ring
  rw [radialMoment, Complex.ofReal_sum, Finset.sum_congr rfl (fun j _ => hc j),
    ← Finset.sum_div, Finset.sum_comm]
  congr 1
  refine Finset.sum_congr rfl fun m _ => ?_
  rw [← Finset.mul_sum, phase_sum hN]

/-- The zeroth harmonic alone contributes `ringMean N k`. -/
theorem middle_sum (N k : ℕ) :
    (∑ m ∈ Finset.range (k + 1), (k.choose m : ℂ) * (if 2 * m = k then (N : ℂ) else 0)) / 2 ^ k
      = ((ringMean N k : ℝ) : ℂ) := by
  unfold ringMean
  split_ifs with h
  · obtain ⟨t, rfl⟩ := h
    have ht : (t + t) / 2 = t := by omega
    rw [Finset.sum_eq_single t, if_pos (by omega), ht]
    · push_cast
      ring
    · intro m _ hm
      rw [if_neg (by omega), mul_zero]
    · intro h
      exact absurd (Finset.mem_range.mpr (by omega)) h
  · rw [Finset.sum_eq_zero]
    · simp
    · intro m _
      rw [if_neg (fun e => h ⟨m, by omega⟩), mul_zero]

/-- For `k < N` the `k`-th moment of the ring has the same explicit value at every angle `θ`. -/
theorem ring_moment_low {N k : ℕ} (hk : k < N) (θ : ℝ) :
    radialMoment (ringCos N θ) k = ringMean N k := by
  apply Complex.ofReal_injective
  rw [ring_moment_fourier (by omega), ← middle_sum]
  congr 1
  refine Finset.sum_congr rfl fun m hm => ?_
  have hm' := Finset.mem_range.mp hm
  by_cases h : 2 * m = k
  · have h0 : 2 * (m : ℤ) - k = 0 := by omega
    rw [h0, if_pos (dvd_zero _), if_pos h]
    simp
  · rw [if_neg (no_alias (by omega) hk.le h (Or.inl hk)), if_neg h]

/-- The `N`-th moment of the ring is a constant plus `N cos (N θ) / 2 ^ (N - 1)`. -/
theorem ring_moment_top {N : ℕ} (hN : 0 < N) (θ : ℝ) :
    radialMoment (ringCos N θ) N = ringMean N N + N * Real.cos (N * θ) / 2 ^ (N - 1) := by
  apply Complex.ofReal_injective
  have hterm : ∀ m ∈ Finset.range (N + 1), (N.choose m : ℂ) * (if (N : ℤ) ∣ 2 * (m : ℤ) - N then
      (N : ℂ) * Complex.exp (((2 * (m : ℤ) - N : ℤ) : ℂ) * θ * Complex.I) else 0) =
      (N.choose m : ℂ) * (if 2 * m = N then (N : ℂ) else 0) +
      ((if m = 0 then (N : ℂ) * Complex.exp (-(N * θ * Complex.I)) else 0) +
       (if m = N then (N : ℂ) * Complex.exp (N * θ * Complex.I) else 0)) := by
    intro m hm
    have hm' := Finset.mem_range.mp hm
    by_cases h1 : m = 0
    · have h0 : 2 * (m : ℤ) - N = -N := by omega
      rw [h0, if_pos ((dvd_neg).mpr dvd_rfl), if_neg (by omega), if_pos h1, if_neg (by omega), h1]
      simp
    by_cases h2 : m = N
    · have h0 : 2 * (m : ℤ) - N = N := by omega
      rw [h0, if_pos dvd_rfl, if_neg (by omega), if_neg h1, if_pos h2, h2]
      simp
    by_cases h3 : 2 * m = N
    · have h0 : 2 * (m : ℤ) - N = 0 := by omega
      rw [h0, if_pos (dvd_zero _), if_pos h3, if_neg h1, if_neg h2]
      simp
    · rw [if_neg (no_alias (by omega) le_rfl h3 (Or.inr ⟨h1, h2⟩)), if_neg h3, if_neg h1,
        if_neg h2]
      simp
  have h2 : (2 : ℂ) ^ N = 2 ^ (N - 1) * 2 := by rw [← pow_succ, Nat.sub_add_cancel hN]
  rw [ring_moment_fourier hN, Finset.sum_congr rfl hterm, Finset.sum_add_distrib,
    Finset.sum_add_distrib, add_div, middle_sum, Finset.sum_ite_eq', Finset.sum_ite_eq',
    if_pos (by simp), if_pos (by simp), h2]
  push_cast
  rw [Complex.cos, neg_mul]
  ring

/-- Shells that differ only in the phase share all moments below the `N`-th, and their `N`-th
moments differ by `N b ^ N (cos (N θ) - cos (N θ')) / 2 ^ (N - 1)`. -/
theorem shell_moments {N : ℕ} (hN : 0 < N) (R b θ θ' : ℝ) :
    (∀ k < N, radialMoment (shell N R b θ) k = radialMoment (shell N R b θ') k) ∧
    radialMoment (shell N R b θ) N - radialMoment (shell N R b θ') N =
      N * b ^ N * (Real.cos (N * θ) - Real.cos (N * θ')) / 2 ^ (N - 1) := by
  -- binomial expansion of the shell moments in ring moments
  have hx : ∀ (t : ℝ) (k : ℕ), radialMoment (shell N R b t) k = ∑ m ∈ Finset.range (k + 1),
      b ^ m * R ^ (k - m) * (k.choose m) * radialMoment (ringCos N t) m := by
    intro t k
    simp only [radialMoment, Finset.mul_sum]
    rw [Finset.sum_comm]
    refine Finset.sum_congr rfl fun j _ => ?_
    rw [shell, add_comm, add_pow]
    refine Finset.sum_congr rfl fun m _ => ?_
    rw [mul_pow]
    ring
  constructor
  · intro k hk
    rw [hx, hx]
    refine Finset.sum_congr rfl fun m hm => ?_
    have hm' := Finset.mem_range.mp hm
    rw [ring_moment_low (by omega), ring_moment_low (by omega)]
  · have hlow : ∀ t : ℝ, ∑ m ∈ Finset.range N,
        b ^ m * R ^ (N - m) * (N.choose m) * radialMoment (ringCos N t) m =
        ∑ m ∈ Finset.range N, b ^ m * R ^ (N - m) * (N.choose m) * ringMean N m := fun t =>
      Finset.sum_congr rfl fun m hm => by rw [ring_moment_low (Finset.mem_range.mp hm)]
    rw [hx, hx, Finset.sum_range_succ, Finset.sum_range_succ, hlow, hlow,
      ring_moment_top hN, ring_moment_top hN, Nat.sub_self, Nat.choose_self]
    push_cast
    ring

/-- Two sets of `N` distances agree up to relabelling the atoms exactly when their moments
of orders `1` to `N` agree. -/
theorem moments_determine {N : ℕ} (r s : Fin N → ℝ) :
    (∀ k, 1 ≤ k → k ≤ N → radialMoment r k = radialMoment s k) ↔
      Finset.univ.val.map r = Finset.univ.val.map s := by
  constructor
  · intro h
    have hp : ∀ (x : Fin N → ℝ) (i : ℕ),
        MvPolynomial.aeval x (MvPolynomial.psum (Fin N) ℝ i) = radialMoment x i := by
      intro x i
      simp [MvPolynomial.psum, radialMoment]
    -- Newton's identities fix the elementary symmetric functions
    have hE : ∀ k ≤ N, MvPolynomial.aeval r (MvPolynomial.esymm (Fin N) ℝ k) =
        MvPolynomial.aeval s (MvPolynomial.esymm (Fin N) ℝ k) := by
      intro k
      induction k using Nat.strong_induction_on with
      | _ k ih =>
        intro hk
        rcases Nat.eq_zero_or_pos k with h0 | hpos
        · rw [h0]
          simp [MvPolynomial.esymm_zero]
        · have hr := congrArg (MvPolynomial.aeval r) (MvPolynomial.mul_esymm_eq_sum (Fin N) ℝ k)
          have hs := congrArg (MvPolynomial.aeval s) (MvPolynomial.mul_esymm_eq_sum (Fin N) ℝ k)
          simp only [map_mul, map_natCast, map_sum, map_pow, map_neg, map_one] at hr hs
          have hk0 : (k : ℝ) ≠ 0 := by exact_mod_cast hpos.ne'
          apply mul_left_cancel₀ hk0
          rw [hr, hs]
          congr 1
          refine Finset.sum_congr rfl fun a ha => ?_
          rw [Finset.mem_filter, Finset.HasAntidiagonal.mem_antidiagonal] at ha
          rw [ih a.1 ha.2 (by omega), hp, hp, h a.2 (by omega) (by omega)]
    -- hence the monic polynomials with these roots coincide
    have hP : ((Finset.univ.val.map r).map fun t => Polynomial.X - Polynomial.C t).prod =
        ((Finset.univ.val.map s).map fun t => Polynomial.X - Polynomial.C t).prod := by
      rw [Multiset.prod_X_sub_X_eq_sum_esymm, Multiset.prod_X_sub_X_eq_sum_esymm]
      simp only [Multiset.card_map]
      refine Finset.sum_congr rfl fun j hj => ?_
      have hj' : j ≤ N := by
        have := Finset.mem_range.mp hj
        simp at this
        omega
      have he := hE j hj'
      rw [MvPolynomial.aeval_esymm_eq_multiset_esymm,
        MvPolynomial.aeval_esymm_eq_multiset_esymm] at he
      rw [he]
    have hroots := congrArg Polynomial.roots hP
    rwa [Polynomial.roots_multiset_prod_X_sub_C, Polynomial.roots_multiset_prod_X_sub_C] at hroots
  · intro h k _ _
    have hx : ∀ x : Fin N → ℝ,
        radialMoment x k = ((Finset.univ.val.map x).map (fun t => t ^ k)).sum := by
      intro x
      rw [Multiset.map_map]
      rfl
    rw [hx, hx, h]

/-- For `0 < b < R` the shells with phases `0` and `π / N` consist of positive distances, agree
in every moment below the `N`-th, and differ in the `N`-th. -/
theorem fewer_moments_fail {N : ℕ} (hN : 0 < N) {R b : ℝ} (hb : 0 < b) (hR : b < R) :
    (∀ j, 0 < shell N R b 0 j ∧ 0 < shell N R b (π / N) j) ∧
    (∀ k < N, radialMoment (shell N R b 0) k = radialMoment (shell N R b (π / N)) k) ∧
    radialMoment (shell N R b 0) N ≠ radialMoment (shell N R b (π / N)) N := by
  have hpos : ∀ (t : ℝ) (j : Fin N), 0 < shell N R b t j := by
    intro t j
    unfold shell ringCos
    nlinarith [Real.neg_one_le_cos (t + 2 * π * (j : ℕ) / N)]
  obtain ⟨hlow, htop⟩ := shell_moments hN R b 0 (π / N)
  refine ⟨fun j => ⟨hpos _ j, hpos _ j⟩, hlow, fun heq => ?_⟩
  have hN' : (0 : ℝ) < N := by exact_mod_cast hN
  rw [heq, sub_self, mul_div_cancel₀ π hN'.ne', mul_zero, Real.cos_zero, Real.cos_pi] at htop
  have : (0 : ℝ) < N * b ^ N * (1 - -1) / 2 ^ (N - 1) := by
    norm_num
    positivity
  linarith

end

end SharpRadialMoments
```

```lean
#print axioms SharpRadialMoments.moments_determine
#print axioms SharpRadialMoments.fewer_moments_fail
```

```
'SharpRadialMoments.moments_determine' depends on axioms: [propext, Classical.choice, Quot.sound]
'SharpRadialMoments.fewer_moments_fail' depends on axioms: [propext, Classical.choice, Quot.sound]
```

A set of distances is a function `r : Fin N → ℝ`, and `radialMoment r k` is the sum of the $k$-th powers, neither averaged nor weighted. `ringCos` is $x_j$, `shell` is $R+bx_j$, and `ringMean N k` is $M_k$.

- `ring_moment_low` and `ring_moment_top` are the two ring formulas.
- `shell_moments` gives the shared lower moments and the exact difference in the $N$-th, for any real `R` and `b`.
- `moments_determine` says that the moments of orders $1$ to $N$ agree exactly when `Finset.univ.val.map r` and `Finset.univ.val.map s` are equal. These are the multisets of values, so atom labels are forgotten and repeated distances are counted. Positivity is not needed.
- `fewer_moments_fail` assumes `0 < b` and `b < R`, which makes all distances positive, and gives the pair of shells that agree below order $N$ and differ at $N$.

For machine-learned potentials this bounds what a purely radial descriptor made of the power sums of orders $1,2,3,\dots$ up to some highest order can resolve, for one species and a known, finite number of neighbours. Angles, cutoff functions, other radial bases and numerical conditioning are not covered.

Taking a shell to be a multiset of $N$ reals from the start would turn the conclusion of `moments_determine` into plain equality of shells. The labelled form keeps the ring sums as ordinary sums over $j$.

## How the proof follows the calculation

`phase_sum` is the geometric series: `hwN` is $w^N=1$, `hw1` says when $w=1$, and `geom_sum_mul` supplies the product identity. `ring_moment_fourier` writes the cosine as exponentials, applies `add_pow` and exchanges the two sums.

`no_alias` excludes the other harmonics, because a nonzero multiple of $N$ has size at least $N$. `middle_sum` evaluates the term $2m=k$. The two ring theorems work in the complex numbers and return to the reals by `Complex.ofReal_injective`; in the second, `hterm` separates the cases $m=0$, $m=N$, $2m=N$ and the rest.

In `shell_moments`, `hx` is the binomial expansion in $b$ and $R$, and `Finset.sum_range_succ` splits off the term $m=N$.

In `moments_determine`, `hE` is a strong induction on $k$ using Newton's identities (`MvPolynomial.mul_esymm_eq_sum`). `hP` equates the two polynomials, and taking `Polynomial.roots` gives the multisets.

Finally, `fewer_moments_fail` gets positivity from $\cos\ge-1$. It then assumes equal $N$-th moments. Their difference would then equal $0$, but the formula in `shell_moments` gives it a positive value, and `linarith` closes the contradiction.
